# Variance in a finite mixture of density matrices: the average variance plus the spread of the means

Take a spin one half that is up with probability t and down with probability 1 − t. In each of the two states σ_z has a definite value, +1 or −1, so its variance is zero. In the mixture the mean is m = t − (1 − t) = 2t − 1, and the variance is

t(1 − m)² + (1 − t)(−1 − m)² = 4t(1 − t)² + 4t²(1 − t) = 4t(1 − t).

Averaging the two component variances gives 0. The whole variance comes from the difference between the means.

## Two contributions to the variance

Let ρ_k be finitely many density matrices, p_k probabilities and A a Hermitian matrix. Write ρ = Σ_k p_k ρ_k, m_k = tr(ρ_k A), m = tr(ρA), and Var_k for the variance of A in ρ_k. Then

Var_ρ(A) = Σ_k p_k Var_k + Σ_k p_k (m_k − m)².

Both sums are nonnegative. Hence Var_ρ(A) ≥ Σ_k p_k Var_k, which makes the variance a concave function of the state. Equality holds exactly when every component of nonzero weight has mean m.

## Pooling results from separate states

A code that treats an ensemble state by state, for example a set of eigenstates with thermal weights, can store p_k, m_k and V_k = Var_k for each one and combine them at the end:

m = Σ_k p_k m_k
V = Σ_k p_k [V_k + (m_k − m)²]

The weights must be normalised first. Returning Σ_k p_k V_k alone omits the spread of the means. For a finite model in a canonical ensemble of exact energy eigenstates with energies E_k, that shortcut gives an energy variance of zero, whereas the correct value is Σ_k p_k (E_k − m)².

## Expanding the square about the mixture mean

Write ⟨X⟩_ρ = tr(ρX). The trace is linear, so

⟨X⟩_ρ = Σ_k p_k ⟨X⟩_k, and in particular m = Σ_k p_k m_k.

For any state σ of unit trace, with mean μ = ⟨A⟩_σ, and any real c,

⟨(A − c)²⟩_σ = ⟨A²⟩_σ − 2cμ + c².

Setting c = μ gives Var_σ = ⟨A²⟩_σ − μ². Substituting this back,

⟨(A − c)²⟩_σ = Var_σ + μ² − 2cμ + c² = Var_σ + (μ − c)².

Now average (A − m)² over the components, and use this rule in each one with c = m:

Var_ρ = Σ_k p_k ⟨(A − m)²⟩_k = Σ_k p_k [Var_k + (m_k − m)²].

The second sum is nonnegative because its terms are weighted squares. For the first, set B = A − m_k, which is Hermitian, and let b_i be its columns. Then

Var_k = tr(ρ_k B B†) = Σ_i ⟨b_i|ρ_k|b_i⟩ ≥ 0.

If Var_ρ = Σ_k p_k Var_k, the second sum vanishes. Each of its terms is then zero, so m_k = m wherever p_k ≠ 0. The converse is immediate.

The mixture is itself a density matrix: real weights preserve Hermiticity, ⟨x|ρ|x⟩ = Σ_k p_k ⟨x|ρ_k|x⟩ ≥ 0, and tr ρ = Σ_k p_k = 1. Its mean is real, since the conjugate of tr(ρA) is tr(Aρ) = tr(ρA).

## The definitions and theorems in Lean

```lean
import Mathlib

open Matrix

namespace MixedStateVariance

noncomputable section

variable {n ι : Type*} [Fintype n] [Fintype ι]

/-- A density matrix: Hermitian, with `Re ⟨x|ρ|x⟩ ≥ 0` for every vector `x`, and of unit trace. -/
structure IsDensity (ρ : Matrix n n ℂ) : Prop where
  herm : ρ.IsHermitian
  nonneg : ∀ x : n → ℂ, 0 ≤ (star x ⬝ᵥ ρ *ᵥ x).re
  unit_trace : trace ρ = 1

/-- The expectation value `⟨A⟩_ρ = Re tr (ρ A)`. -/
def mean (ρ A : Matrix n n ℂ) : ℝ := (trace (ρ * A)).re

/-- The mixture `∑ p_k ρ_k` of the states `ρ_k` with weights `p_k`. -/
def mixture (p : ι → ℝ) (ρ : ι → Matrix n n ℂ) : Matrix n n ℂ := ∑ k, p k • ρ k

/-- The expectation value in a mixture is the weighted sum of the expectation values in its
components. -/
theorem mean_mixture (p : ι → ℝ) (ρ : ι → Matrix n n ℂ) (A : Matrix n n ℂ) :
    mean (mixture p ρ) A = ∑ k, p k * mean (ρ k) A := by
  simp only [mean, mixture, Matrix.sum_mul, Matrix.trace_sum, Complex.re_sum,
    Matrix.smul_mul, Matrix.trace_smul, Complex.smul_re, smul_eq_mul]

/-- A mixture of density matrices with probabilities as weights is a density matrix. -/
theorem mixture_isDensity (p : ι → ℝ) (ρ : ι → Matrix n n ℂ) (hp : ∀ k, 0 ≤ p k)
    (hsum : ∑ k, p k = 1) (hρ : ∀ k, IsDensity (ρ k)) : IsDensity (mixture p ρ) := by
  refine ⟨?_, fun x => ?_, ?_⟩
  · show (mixture p ρ)ᴴ = mixture p ρ
    unfold mixture
    rw [Matrix.conjTranspose_sum]
    refine Finset.sum_congr rfl fun k _ => ?_
    rw [Matrix.conjTranspose_smul, star_trivial, (hρ k).herm.eq]
  · -- `⟨x|M|x⟩` is the expectation value of `|x⟩⟨x|`, hence linear in `M`
    have key : ∀ M : Matrix n n ℂ,
        (star x ⬝ᵥ M *ᵥ x).re = mean M (vecMulVec x (star x)) := by
      intro M
      have h : star x ⬝ᵥ M *ᵥ x = trace (M * vecMulVec x (star x)) := by
        simp only [dotProduct, Matrix.mulVec, Matrix.trace, Matrix.diag_apply, Matrix.mul_apply,
          Matrix.vecMulVec_apply, Finset.mul_sum]
        refine Finset.sum_congr rfl fun i _ => Finset.sum_congr rfl fun j _ => ?_
        ring
      unfold mean
      rw [h]
    rw [key, mean_mixture]
    refine Finset.sum_nonneg fun k _ => mul_nonneg (hp k) ?_
    rw [← key]
    exact (hρ k).nonneg x
  · have ht : ∀ k, trace (ρ k) = 1 := fun k => (hρ k).unit_trace
    simp only [mixture, Matrix.trace_sum, Matrix.trace_smul, ht]
    rw [← Finset.sum_smul, hsum, one_smul]

/-- For Hermitian `ρ` and `A` the trace `tr (ρ A)` is real and equals the expectation value. -/
theorem trace_mul_eq_mean {ρ A : Matrix n n ℂ} (hρ : ρ.IsHermitian) (hA : A.IsHermitian) :
    trace (ρ * A) = (mean ρ A : ℂ) := by
  have h1 : star (trace (ρ * A)) = trace (ρ * A) := by
    rw [← Matrix.trace_conjTranspose, Matrix.conjTranspose_mul, hρ.eq, hA.eq,
      Matrix.trace_mul_comm]
  have h2 : (starRingEnd ℂ) (trace (ρ * A)) = trace (ρ * A) := h1
  unfold mean
  exact (Complex.conj_eq_iff_re.mp h2).symm

variable [DecidableEq n]

/-- The deviation `A - c` of an observable from a real reference value `c`. -/
def deviation (A : Matrix n n ℂ) (c : ℝ) : Matrix n n ℂ := A - (c : ℂ) • (1 : Matrix n n ℂ)

/-- The variance `⟨(A - ⟨A⟩_ρ)²⟩_ρ` of `A` in the state `ρ`. -/
def variance (ρ A : Matrix n n ℂ) : ℝ :=
  mean ρ (deviation A (mean ρ A) * deviation A (mean ρ A))

/-- In a state of unit trace, `⟨(A - c)²⟩ = ⟨A²⟩ - 2 c ⟨A⟩ + c²`. -/
theorem mean_deviation_sq {ρ : Matrix n n ℂ} (hρ : trace ρ = 1) (A : Matrix n n ℂ) (c : ℝ) :
    mean ρ (deviation A c * deviation A c) = mean ρ (A * A) - 2 * c * mean ρ A + c ^ 2 := by
  have h1 : deviation A c * deviation A c
      = A * A - (2 * (c : ℂ)) • A + ((c : ℂ) * (c : ℂ)) • (1 : Matrix n n ℂ) := by
    simp only [deviation, Matrix.sub_mul, Matrix.mul_sub, Matrix.smul_mul, Matrix.mul_smul,
      Matrix.one_mul, Matrix.mul_one]
    module
  have h2 : trace (ρ * (deviation A c * deviation A c))
      = trace (ρ * (A * A)) - ((2 * c : ℝ) : ℂ) * trace (ρ * A) + ((c ^ 2 : ℝ) : ℂ) := by
    simp only [h1, Matrix.mul_add, Matrix.mul_sub, Matrix.mul_smul,
      Matrix.trace_add, Matrix.trace_sub, Matrix.trace_smul, hρ, smul_eq_mul, mul_one]
    push_cast
    ring
  unfold mean
  rw [h2]
  simp only [Complex.add_re, Complex.sub_re, Complex.re_ofReal_mul, Complex.ofReal_re]

/-- In a state of unit trace, the mean square deviation from `c` is the variance plus the
squared distance of the mean from `c`. -/
theorem mean_deviation_sq_eq_variance_add {ρ : Matrix n n ℂ} (hρ : trace ρ = 1)
    (A : Matrix n n ℂ) (c : ℝ) :
    mean ρ (deviation A c * deviation A c) = variance ρ A + (mean ρ A - c) ^ 2 := by
  unfold variance
  rw [mean_deviation_sq hρ A c, mean_deviation_sq hρ A (mean ρ A)]
  ring

/-- The variance of a Hermitian observable in a density matrix is nonnegative. -/
theorem variance_nonneg {ρ A : Matrix n n ℂ} (hρ : IsDensity ρ) (hA : A.IsHermitian) :
    0 ≤ variance ρ A := by
  -- `tr (ρ B B†)` is the sum of `⟨b|ρ|b⟩` over the columns `b` of `B`
  have key : ∀ B : Matrix n n ℂ, trace (ρ * (B * Bᴴ))
      = ∑ i, star (fun j => B j i) ⬝ᵥ ρ *ᵥ (fun j => B j i) := by
    intro B
    rw [← Matrix.mul_assoc, Matrix.trace_mul_comm]
    simp only [Matrix.trace, Matrix.diag_apply, Matrix.mul_apply,
      Matrix.conjTranspose_apply, dotProduct, Matrix.mulVec, Pi.star_apply]
  have main : ∀ B : Matrix n n ℂ, Bᴴ = B → 0 ≤ mean ρ (B * B) := by
    intro B hB
    have h := key B
    rw [hB] at h
    unfold mean
    rw [h, Complex.re_sum]
    exact Finset.sum_nonneg fun i _ => hρ.nonneg _
  have hdev : ∀ c : ℝ, (deviation A c)ᴴ = deviation A c := by
    intro c
    simp only [deviation, Matrix.conjTranspose_sub, Matrix.conjTranspose_smul,
      Matrix.conjTranspose_one, hA.eq, Complex.star_def, Complex.conj_ofReal]
  unfold variance
  exact main _ (hdev _)

/-- For components of unit trace and any real weights, the variance in the mixture is the
weighted sum of the variances plus the weighted sum of `(m_k - m)²`. -/
theorem variance_mixture (p : ι → ℝ) (ρ : ι → Matrix n n ℂ) (hρ : ∀ k, trace (ρ k) = 1)
    (A : Matrix n n ℂ) :
    variance (mixture p ρ) A = ∑ k, p k * variance (ρ k) A
      + ∑ k, p k * (mean (ρ k) A - mean (mixture p ρ) A) ^ 2 := by
  -- average `(A - m)²` component by component
  have h : variance (mixture p ρ) A = ∑ k, p k * mean (ρ k)
      (deviation A (mean (mixture p ρ) A) * deviation A (mean (mixture p ρ) A)) := by
    unfold variance
    exact mean_mixture _ _ _
  rw [h, ← Finset.sum_add_distrib]
  refine Finset.sum_congr rfl fun k _ => ?_
  rw [mean_deviation_sq_eq_variance_add (hρ k)]
  ring

/-- Law of total variance for a probabilistic mixture of density matrices and Hermitian `A`:
the mixture is a density matrix with `tr (ρ A) = ∑ p_k m_k`, and its variance is the sum of the
two nonnegative terms `∑ p_k Var_k` and `∑ p_k (m_k - m)²`. -/
theorem law_of_total_variance (p : ι → ℝ) (ρ : ι → Matrix n n ℂ) (A : Matrix n n ℂ)
    (hp : ∀ k, 0 ≤ p k) (hsum : ∑ k, p k = 1) (hρ : ∀ k, IsDensity (ρ k))
    (hA : A.IsHermitian) :
    IsDensity (mixture p ρ) ∧
    trace (mixture p ρ * A) = ((∑ k, p k * mean (ρ k) A : ℝ) : ℂ) ∧
    variance (mixture p ρ) A = ∑ k, p k * variance (ρ k) A
      + ∑ k, p k * (mean (ρ k) A - mean (mixture p ρ) A) ^ 2 ∧
    0 ≤ ∑ k, p k * variance (ρ k) A ∧
    0 ≤ ∑ k, p k * (mean (ρ k) A - mean (mixture p ρ) A) ^ 2 := by
  have hd := mixture_isDensity p ρ hp hsum hρ
  refine ⟨hd, ?_, variance_mixture p ρ (fun k => (hρ k).unit_trace) A, ?_, ?_⟩
  · rw [← mean_mixture p ρ A]
    exact trace_mul_eq_mean hd.herm hA
  · exact Finset.sum_nonneg fun k _ => mul_nonneg (hp k) (variance_nonneg (hρ k) hA)
  · exact Finset.sum_nonneg fun k _ => mul_nonneg (hp k) (sq_nonneg _)

/-- With nonnegative weights and components of unit trace, the variance in the mixture is at
least the weighted sum of the variances in the components. -/
theorem sum_variance_le_variance_mixture (p : ι → ℝ) (ρ : ι → Matrix n n ℂ)
    (hp : ∀ k, 0 ≤ p k) (hρ : ∀ k, trace (ρ k) = 1) (A : Matrix n n ℂ) :
    ∑ k, p k * variance (ρ k) A ≤ variance (mixture p ρ) A := by
  have h := variance_mixture p ρ hρ A
  have h0 : 0 ≤ ∑ k, p k * (mean (ρ k) A - mean (mixture p ρ) A) ^ 2 :=
    Finset.sum_nonneg fun k _ => mul_nonneg (hp k) (sq_nonneg _)
  linarith

/-- With nonnegative weights and components of unit trace, the variance in the mixture equals
the weighted sum of the variances exactly when every component of nonzero weight has the same
mean as the mixture. -/
theorem variance_mixture_eq_iff (p : ι → ℝ) (ρ : ι → Matrix n n ℂ)
    (hp : ∀ k, 0 ≤ p k) (hρ : ∀ k, trace (ρ k) = 1) (A : Matrix n n ℂ) :
    variance (mixture p ρ) A = ∑ k, p k * variance (ρ k) A ↔
      ∀ k, p k ≠ 0 → mean (ρ k) A = mean (mixture p ρ) A := by
  have hdec := variance_mixture p ρ hρ A
  have hnn : ∀ k, 0 ≤ p k * (mean (ρ k) A - mean (mixture p ρ) A) ^ 2 :=
    fun k => mul_nonneg (hp k) (sq_nonneg _)
  constructor
  · intro h k hk
    -- a vanishing sum of nonnegative terms vanishes term by term
    have h0 : ∑ k, p k * (mean (ρ k) A - mean (mixture p ρ) A) ^ 2 = 0 := by linarith
    have h1 : p k * (mean (ρ k) A - mean (mixture p ρ) A) ^ 2 = 0 :=
      (Finset.sum_eq_zero_iff_of_nonneg (fun k _ => hnn k)).mp h0 k (Finset.mem_univ k)
    rcases mul_eq_zero.mp h1 with h2 | h2
    · exact absurd h2 hk
    · exact sub_eq_zero.mp ((pow_eq_zero_iff (by norm_num : (2 : ℕ) ≠ 0)).mp h2)
  · intro h
    have h0 : ∑ k, p k * (mean (ρ k) A - mean (mixture p ρ) A) ^ 2 = 0 := by
      refine Finset.sum_eq_zero fun k _ => ?_
      by_cases hk : p k = 0
      · rw [hk, zero_mul]
      · rw [h k hk]
        ring
    linarith

/-- The variance of `A` is a concave function on the convex set of density matrices. -/
theorem variance_concaveOn (A : Matrix n n ℂ) :
    ConcaveOn ℝ {ρ : Matrix n n ℂ | IsDensity ρ} (fun ρ => variance ρ A) := by
  have hm : ∀ (x y : Matrix n n ℂ) (a b : ℝ), mixture ![a, b] ![x, y] = a • x + b • y := by
    intro x y a b
    simp [mixture, Fin.sum_univ_two]
  have hw : ∀ a b : ℝ, 0 ≤ a → 0 ≤ b → ∀ k : Fin 2, 0 ≤ ![a, b] k := fun a b ha hb =>
    Fin.forall_fin_two.mpr ⟨by simpa using ha, by simpa using hb⟩
  have hs : ∀ x y : Matrix n n ℂ, IsDensity x → IsDensity y →
      ∀ k : Fin 2, IsDensity (![x, y] k) := fun x y hx hy =>
    Fin.forall_fin_two.mpr ⟨by simpa using hx, by simpa using hy⟩
  constructor
  · intro x hx y hy a b ha hb hab
    have h := mixture_isDensity ![a, b] ![x, y] (hw a b ha hb)
      (by simpa [Fin.sum_univ_two] using hab) (hs x y hx hy)
    rw [hm] at h
    exact h
  · intro x hx y hy a b ha hb _
    have h := sum_variance_le_variance_mixture ![a, b] ![x, y] (hw a b ha hb)
      (fun k => (hs x y hx hy k).unit_trace) A
    rw [hm] at h
    simpa [Fin.sum_univ_two] using h

/-- The spin-up projector `|↑⟩⟨↑|` of a spin one half. -/
def spinUp : Matrix (Fin 2) (Fin 2) ℂ := !![1, 0; 0, 0]

/-- The spin-down projector `|↓⟩⟨↓|` of a spin one half. -/
def spinDown : Matrix (Fin 2) (Fin 2) ℂ := !![0, 0; 0, 1]

/-- The Pauli matrix `σ_z`. -/
def sigmaZ : Matrix (Fin 2) (Fin 2) ℂ := !![1, 0; 0, -1]

/-- Spin up and spin down are density matrices in which the Hermitian `σ_z` has zero variance,
while in their mixture with weights `t` and `1 - t` its variance is `4 t (1 - t)`. -/
theorem spin_mixture_witness :
    IsDensity spinUp ∧ IsDensity spinDown ∧ sigmaZ.IsHermitian ∧
    variance spinUp sigmaZ = 0 ∧ variance spinDown sigmaZ = 0 ∧
    ∀ t : ℝ, variance (mixture ![t, 1 - t] ![spinUp, spinDown]) sigmaZ = 4 * t * (1 - t) := by
  have hsq : ∀ z : ℂ, 0 ≤ (star z * z).re := by
    intro z
    simp only [Complex.star_def, Complex.mul_re, Complex.conj_re, Complex.conj_im]
    nlinarith [mul_self_nonneg z.re, mul_self_nonneg z.im]
  have hu : IsDensity spinUp := by
    refine ⟨?_, fun x => ?_, ?_⟩
    · show spinUpᴴ = spinUp
      ext i j
      fin_cases i <;> fin_cases j <;> simp [spinUp, Matrix.conjTranspose_apply]
    · have h : star x ⬝ᵥ spinUp *ᵥ x = star (x 0) * x 0 := by
        simp only [dotProduct, Matrix.mulVec, Fin.sum_univ_two, Pi.star_apply]
        simp [spinUp]
      rw [h]
      exact hsq _
    · simp [spinUp, Matrix.trace_fin_two]
  have hd : IsDensity spinDown := by
    refine ⟨?_, fun x => ?_, ?_⟩
    · show spinDownᴴ = spinDown
      ext i j
      fin_cases i <;> fin_cases j <;> simp [spinDown, Matrix.conjTranspose_apply]
    · have h : star x ⬝ᵥ spinDown *ᵥ x = star (x 1) * x 1 := by
        simp only [dotProduct, Matrix.mulVec, Fin.sum_univ_two, Pi.star_apply]
        simp [spinDown]
      rw [h]
      exact hsq _
    · simp [spinDown, Matrix.trace_fin_two]
  have hz : sigmaZ.IsHermitian := by
    show sigmaZᴴ = sigmaZ
    ext i j
    fin_cases i <;> fin_cases j <;> simp [sigmaZ, Matrix.conjTranspose_apply]
  have hzz : sigmaZ * sigmaZ = 1 := by
    ext i j
    fin_cases i <;> fin_cases j <;> simp [sigmaZ, Matrix.mul_apply, Fin.sum_univ_two]
  have hone : ∀ ρ : Matrix (Fin 2) (Fin 2) ℂ, trace ρ = 1 → mean ρ 1 = 1 := by
    intro ρ h
    simp [mean, h]
  have hu1 : mean spinUp sigmaZ = 1 := by
    simp only [mean, Matrix.trace_fin_two, Matrix.mul_apply, Fin.sum_univ_two]
    simp [spinUp, sigmaZ]
  have hd1 : mean spinDown sigmaZ = -1 := by
    simp only [mean, Matrix.trace_fin_two, Matrix.mul_apply, Fin.sum_univ_two]
    simp [spinDown, sigmaZ]
  have hvu : variance spinUp sigmaZ = 0 := by
    unfold variance
    rw [mean_deviation_sq hu.unit_trace, hu1, hzz, hone _ hu.unit_trace]
    norm_num
  have hvd : variance spinDown sigmaZ = 0 := by
    unfold variance
    rw [mean_deviation_sq hd.unit_trace, hd1, hzz, hone _ hd.unit_trace]
    norm_num
  refine ⟨hu, hd, hz, hvu, hvd, fun t => ?_⟩
  have ht : ∀ k : Fin 2, trace (![spinUp, spinDown] k) = 1 :=
    Fin.forall_fin_two.mpr ⟨by simpa using hu.unit_trace, by simpa using hd.unit_trace⟩
  -- only the spread of the means `±1` contributes
  rw [variance_mixture _ _ ht]
  simp only [mean_mixture, Fin.sum_univ_two, Matrix.cons_val_zero, Matrix.cons_val_one,
    Matrix.cons_val_fin_one, hu1, hd1, hvu, hvd]
  ring

end

end MixedStateVariance
```

```lean
#print axioms MixedStateVariance.variance_mixture
#print axioms MixedStateVariance.law_of_total_variance
#print axioms MixedStateVariance.variance_mixture_eq_iff
#print axioms MixedStateVariance.variance_concaveOn
```

```
'MixedStateVariance.variance_mixture' depends on axioms: [propext, Classical.choice, Quot.sound]
'MixedStateVariance.law_of_total_variance' depends on axioms: [propext, Classical.choice, Quot.sound]
'MixedStateVariance.variance_mixture_eq_iff' depends on axioms: [propext, Classical.choice, Quot.sound]
'MixedStateVariance.variance_concaveOn' depends on axioms: [propext, Classical.choice, Quot.sound]
```

## How the Lean statements and proofs follow the derivation

The type `n` labels the basis states and `ι` the components; both are finite. `IsDensity` collects Hermiticity, nonnegative Re ⟨x|ρ|x⟩ and unit trace. `mean` is the real part of tr(ρA), and `trace_mul_eq_mean` shows that nothing is lost for Hermitian matrices. `variance` is the mean of the squared `deviation` from the mean in the same state.

`law_of_total_variance` states the full result for probabilities, density matrices and Hermitian `A`: the mixture is a density matrix, its mean is Σ_k p_k m_k, the variance splits as above, and both parts are nonnegative.

The split itself is `variance_mixture`. It applies `mean_mixture` to the squared deviation from m, then `mean_deviation_sq_eq_variance_add` to each component; `ring` finishes the algebra. `variance_nonneg` uses the column sum. The inequality follows from the split because the second sum is nonnegative. The equality condition also uses that a vanishing sum of nonnegative terms vanishes term by term. `variance_concaveOn` is the case of two components. In `spin_mixture_witness`, σ_z² = 1 and the means +1 and −1 give the two zero variances, and the split then gives 4t(1 − t).

## Hypotheses, finite bases and rounding

The split needs only unit traces and holds for any real weights, provided that m_k means Re tr(ρ_k A) and m means Re tr(ρA), with ρ = Σ_k p_k ρ_k not renormalised. The inequality adds nonnegative weights. Hermiticity of `A` is needed for the nonnegative variances and the real trace; for other matrices `variance` is just the real part of tr(ρ(A − m)²), not a measure of spread.

The theorems concern finite matrices and finite sums, so they do not cover unbounded operators or continuous ensembles. In a truncated basis, `A * A` is the square of the truncated matrix, which can differ from the truncation of the operator A². The arithmetic is exact: rounding and sampling errors in m_k and V_k have to be assessed separately.
